# A complex n × n matrix D with D² = 1 has trace n − 2k, where k is the dimension of its −1 eigenspace

Suppose a one-electron Hamiltonian commutes with a mirror operation, and the mirror maps the span of a finite basis into itself. The Hamiltonian matrix then splits into an even and an odd block, and the block sizes can be found before any symmetry-adapted functions are built. With n basis functions, let D be the matrix whose columns hold the coefficients of the mirrored basis functions, expanded in the same basis. One adds up the diagonal of D and takes

k = (n − tr D)/2

as the number of odd functions. The other n − k are even. The same step serves for inversion and for a twofold axis, as long as the matrix squares to 1.

## Even and odd functions as eigenspaces

```lean
import Mathlib

open Matrix

namespace InvolutionCharacter

noncomputable section

variable {n : Type*} [Fintype n] [DecidableEq n]
```

The letter `n` in the code is a finite set of labels, one for each basis function. The number of labels is `Fintype.card n`, and the prose writes n for that number. A function in the span of the basis is given by its column of coefficients, which has the type `n → ℂ`.

```lean
/-- The even functions: the eigenspace of `D` for the eigenvalue `+1`. -/
def evenSpace (D : Matrix n n ℂ) : Submodule ℂ (n → ℂ) :=
  Module.End.eigenspace (Matrix.toLin' D) 1
```

`Matrix.toLin' D` is the matrix D read as the linear map v ↦ Dv. The even space is its eigenspace for the eigenvalue +1, the set of all v with Dv = v.

```lean
/-- The odd functions: the eigenspace of `D` for the eigenvalue `-1`. -/
def oddSpace (D : Matrix n n ℂ) : Submodule ℂ (n → ℂ) :=
  Module.End.eigenspace (Matrix.toLin' D) (-1)
```

The odd space is the same construction for the eigenvalue −1. Its dimension, written `Module.finrank ℂ (oddSpace D)`, is the k of the title.

```lean
/-- The matrix `(1 - D) / 2`. -/
def oddProjector (D : Matrix n n ℂ) : Matrix n n ℂ := (1 / 2 : ℂ) • (1 - D)
```

This is the matrix

P = (1 − D)/2.

It is defined for every D, but it is a projector only when D² = 1.

```lean
/-- A vector is odd exactly when `D` reverses its sign. -/
theorem mem_oddSpace (D : Matrix n n ℂ) (v : n → ℂ) :
    v ∈ oddSpace D ↔ D *ᵥ v = -v := by
  rw [oddSpace, Module.End.mem_eigenspace_iff, Matrix.toLin'_apply, neg_smul, one_smul]
```

In a Lean theorem the statement stands between the colon and `:=`, and the proof follows `by`. This one says that v is odd exactly when Dv = −v, where `*ᵥ` is the product of a matrix and a column. The tactic `rw` rewrites with known equations, here the definition of an eigenspace.

```lean
/-- The even functions of `D` are the odd functions of `-D`. -/
theorem evenSpace_eq_oddSpace_neg (D : Matrix n n ℂ) : evenSpace D = oddSpace (-D) := by
  ext v
  rw [mem_oddSpace, evenSpace, Module.End.mem_eigenspace_iff, Matrix.toLin'_apply,
    one_smul, Matrix.neg_mulVec, neg_inj]
```

Dv = v holds exactly when (−D)v = −v, so the even space of D is the odd space of −D. Results about odd functions can therefore be carried over to even ones.

## The projector and its trace

```lean
/-- If `D² = 1`, then `(1 - D) / 2` is a projector onto the odd functions. -/
theorem oddProjector_isProj {D : Matrix n n ℂ} (hD : D * D = 1) :
    LinearMap.IsProj (oddSpace D) (Matrix.toLin' (oddProjector D)) := by
  have key : ∀ v : n → ℂ, oddProjector D *ᵥ v = (1 / 2 : ℂ) • (v - D *ᵥ v) := by
    intro v
    rw [oddProjector, Matrix.smul_mulVec, Matrix.sub_mulVec, Matrix.one_mulVec]
  constructor
  · -- the projected vector is odd, because D² = 1
    intro v
    rw [mem_oddSpace, Matrix.toLin'_apply, key, Matrix.mulVec_smul, Matrix.mulVec_sub,
      Matrix.mulVec_mulVec, hD, Matrix.one_mulVec]
    module
  · -- an odd vector is left unchanged
    intro v hv
    rw [mem_oddSpace] at hv
    rw [Matrix.toLin'_apply, key, hv]
    module
```

The hypothesis `hD` is D² = 1. `LinearMap.IsProj` asks for two things: P sends every vector into the odd space, and P leaves every odd vector unchanged. For the first,

D(Pv) = (Dv − D²v)/2 = (Dv − v)/2 = −Pv.

For the second, if Dv = −v, then

Pv = (v − Dv)/2 = (v + v)/2 = v.

The two bullets of the proof are these two lines. `key` is the formula Pv = (v − Dv)/2, and `module` does the remaining vector arithmetic.

```lean
/-- If `D² = 1`, the trace of the `n × n` matrix `D` is `n - 2k`, where `k` is the dimension of the
`-1` eigenspace. -/
theorem trace_eq_card_sub_two_mul_odd {D : Matrix n n ℂ} (hD : D * D = 1) :
    D.trace = (Fintype.card n : ℂ) - 2 * (Module.finrank ℂ (oddSpace D) : ℂ) := by
  -- the trace of a projector is the dimension of its range
  have h := (oddProjector_isProj hD).trace
  rw [LinearMap.trace_eq_matrix_trace ℂ (Pi.basisFun ℂ n), LinearMap.toMatrix_eq_toMatrix',
    LinearMap.toMatrix'_toLin', oddProjector, Matrix.trace_smul, Matrix.trace_sub,
    Matrix.trace_one, smul_eq_mul] at h
  linear_combination (-2) * h
```

This is the main result. By hand, the two properties of P show that its range is the odd space and that P² = P. Every vector splits as

v = Pv + (v − Pv),

where the first part is odd and the second is sent to zero by P. Choose a basis made of k odd vectors and n − k vectors that P sends to zero. In it P is diagonal, with k ones and n − k zeros. The trace does not depend on the basis, so tr P = k. On the other hand, the definition of P gives

tr P = (n − tr D)/2.

Equating the two gives tr D = n − 2k.

In Lean, the fact that a projector's trace is the dimension of its range comes from Mathlib, through `(oddProjector_isProj hD).trace`. The `rw` step turns it into a statement about the matrix trace, and `linear_combination` solves for tr D. Unitarity is not assumed, so the basis functions may overlap. The entries of D are then still expansion coefficients, not integrals of the mirror between basis functions.

The condition D² = 1 matters. A half-turn of a spin-1/2 about the z axis has the matrix

D = diag(−i, i), with D² = −1.

Its trace is 0 and it has no eigenvalue −1, so k = 0 and n − 2k = 2, which is not the trace. Twofold axes and mirrors are covered here when they act on ordinary functions, not on spinors.

```lean
/-- If `D² = 1`, the numbers of independent even and odd functions add up to the number of
basis functions. -/
theorem even_add_odd {D : Matrix n n ℂ} (hD : D * D = 1) :
    Module.finrank ℂ (evenSpace D) + Module.finrank ℂ (oddSpace D) = Fintype.card n := by
  -- compare the trace formula for D with the one for -D
  have h1 := trace_eq_card_sub_two_mul_odd hD
  have h2 := trace_eq_card_sub_two_mul_odd (D := -D) (by rw [neg_mul_neg, hD])
  rw [Matrix.trace_neg, ← evenSpace_eq_oddSpace_neg] at h2
  have h : (Module.finrank ℂ (evenSpace D) : ℂ) + (Module.finrank ℂ (oddSpace D) : ℂ)
      = (Fintype.card n : ℂ) := by
    linear_combination (1 / 2 : ℂ) * h1 + (1 / 2 : ℂ) * h2
  exact_mod_cast h
```

Let j be the dimension of the even space. Since (−D)² = D² = 1, the main result applies to both matrices:

tr D = n − 2k,

−tr D = n − 2j.

Adding them gives 0 = 2n − 2(j + k), hence j + k = n. The proof does the same with `h1` and `h2`. The final `exact_mod_cast` carries the equation from complex numbers back to whole numbers.

Water in a minimal basis shows the count at work. The n = 7 functions are 1s, 2s, 2px, 2py and 2pz on oxygen and one 1s function on each hydrogen, h₁ and h₂. Let the C2 axis be z. It keeps 1s, 2s and 2pz, reverses 2px and 2py, and exchanges h₁ and h₂, which puts zeros on the diagonal. Therefore

tr D = 3 − 2 + 0 = 1, k = (7 − 1)/2 = 3, j = 4.

The odd functions are spanned by 2px, 2py and h₁ − h₂, the even ones by 1s, 2s, 2pz and h₁ + h₂.

## Characters of operations with g² = 1

```lean
/-- In any matrix representation of a group, the character of an element `g` with `g² = 1` is the
dimension of the even space of `ρ g` minus the dimension of its odd space. -/
theorem character_eq_even_sub_odd {G : Type*} [Group G] (ρ : G →* Matrix n n ℂ) {g : G}
    (hg : g * g = 1) :
    (ρ g).trace = (Module.finrank ℂ (evenSpace (ρ g)) : ℂ)
      - (Module.finrank ℂ (oddSpace (ρ g)) : ℂ) := by
  have hD : ρ g * ρ g = 1 := by rw [← map_mul, hg, map_one]
  have h1 := trace_eq_card_sub_two_mul_odd hD
  have h2 : (Module.finrank ℂ (evenSpace (ρ g)) : ℂ) + (Module.finrank ℂ (oddSpace (ρ g)) : ℂ)
      = (Fintype.card n : ℂ) := by exact_mod_cast even_add_odd hD
  linear_combination h1 - h2
```

Here G is any group, and `ρ : G →* Matrix n n ℂ` is a representation: it respects products and sends the identity to the unit matrix. The character of g in this representation is the trace of ρ(g). From g² = 1 it follows that

ρ(g)² = ρ(g²) = ρ(1) = 1,

which is `hD` in the proof. Inserting n = j + k into the trace formula gives

tr ρ(g) = n − 2k = j − k.

The theorem does not construct a point group. That mirrors, inversion and C2 axes satisfy g² = 1 is the geometry one supplies: each of them, done twice, returns every point to its place. The representation is also taken as given, and it need not be irreducible.

```lean
/-- In any matrix representation of a group on `n` basis functions, the character of an element
`g` with `g² = 1` is an integer of the same parity as `n`, between `-n` and `n`. -/
theorem character_integer_parity {G : Type*} [Group G] (ρ : G →* Matrix n n ℂ) {g : G}
    (hg : g * g = 1) :
    ∃ m : ℤ, (ρ g).trace = (m : ℂ) ∧ m % 2 = (Fintype.card n : ℤ) % 2 ∧
      -(Fintype.card n : ℤ) ≤ m ∧ m ≤ (Fintype.card n : ℤ) := by
  have hs := even_add_odd (D := ρ g) (by rw [← map_mul, hg, map_one])
  refine ⟨(Module.finrank ℂ (evenSpace (ρ g)) : ℤ) - (Module.finrank ℂ (oddSpace (ρ g)) : ℤ),
    ?_, ?_, ?_, ?_⟩
  · push_cast
    exact character_eq_even_sub_odd ρ hg
  all_goals omega
```

The statement provides an integer m equal to the character, with the parity of n and with −n ≤ m ≤ n. In Lean the remainder `m % 2` is 0 or 1 even for negative m, so comparing remainders compares parities. The integer is m = j − k. Since j + k = n,

m = n − 2k,

which settles the parity, and the bounds follow because neither j nor k is negative. `omega` carries out this integer arithmetic. In a three-dimensional representation, for example, a mirror can only have the character −3, −1, 1 or 3, which gives a quick check on a computed trace.

```lean
/-- Among the matrices with `D² = 1`, only the identity has a trace equal to the number of
basis functions. -/
theorem trace_eq_card_iff {D : Matrix n n ℂ} (hD : D * D = 1) :
    D.trace = (Fintype.card n : ℂ) ↔ D = 1 := by
  constructor
  · intro ht
    have h1 := trace_eq_card_sub_two_mul_odd hD
    have h2 : (Module.finrank ℂ (oddSpace D) : ℂ) = 0 := by
      linear_combination (1 / 2 : ℂ) * h1 - (1 / 2 : ℂ) * ht
    have h3 : Module.finrank ℂ (oddSpace D) = 0 := by exact_mod_cast h2
    have h4 : oddSpace D = ⊥ := Submodule.finrank_eq_zero.mp h3
    -- without odd functions the projector vanishes
    have h5 : Matrix.toLin' (oddProjector D) = 0 := by
      refine LinearMap.ext fun v => ?_
      have hv := (oddProjector_isProj hD).map_mem v
      rw [h4] at hv
      exact (Submodule.mem_bot ℂ).mp hv
    have h6 : oddProjector D = 0 := Matrix.toLin'.injective (by rw [h5, map_zero])
    rw [oddProjector] at h6
    have h7 : 1 - D = 0 := (smul_eq_zero.mp h6).resolve_left (by norm_num)
    exact (sub_eq_zero.mp h7).symm
  · intro h
    rw [h, Matrix.trace_one]
```

The symbol `↔` means "if and only if". If tr D = n, the main result gives k = 0, so the odd space contains only the zero vector. Since Pv is odd for every v, Pv = 0 for every v, and so

P = (1 − D)/2 = 0, that is, D = 1.

The steps `h2` to `h7` follow this order. Conversely, the unit matrix has trace n. For a representation, the conclusion concerns the matrix ρ(g): an operation other than the identity may still leave every function of a particular basis unchanged.

## Mirrors in the plane and the full range of values

```lean
/-- The reflection of the plane in the line at angle `θ / 2` to the first axis. -/
def mirror (θ : ℝ) : Matrix (Fin 2) (Fin 2) ℂ :=
  !![(Real.cos θ : ℂ), (Real.sin θ : ℂ); (Real.sin θ : ℂ), -(Real.cos θ : ℂ)]
```

The notation `!![a, b; c, d]` lists a 2 × 2 matrix by rows. This one reflects the plane in the line at angle θ/2 to the first axis.

```lean
/-- A planar mirror at any angle squares to the identity and has a one-dimensional space of
odd vectors. -/
theorem mirror_witness (θ : ℝ) :
    mirror θ * mirror θ = 1 ∧ Module.finrank ℂ (oddSpace (mirror θ)) = 1 := by
  have h : (Real.cos θ : ℂ) ^ 2 + (Real.sin θ : ℂ) ^ 2 = 1 := by
    rw [← Complex.ofReal_pow, ← Complex.ofReal_pow, ← Complex.ofReal_add,
      Real.cos_sq_add_sin_sq, Complex.ofReal_one]
  have hsq : mirror θ * mirror θ = 1 := by
    rw [mirror, Matrix.mul_fin_two, Matrix.one_fin_two]
    congr! 3
    · linear_combination h
    · congr! 1
      ring
    · congr! 1
      · ring
      · congr! 1
        linear_combination h
  refine ⟨hsq, ?_⟩
  have ht : (mirror θ).trace = 0 := by
    rw [mirror, Matrix.trace_fin_two_of, add_neg_cancel]
  have h1 := trace_eq_card_sub_two_mul_odd hsq
  rw [ht, Fintype.card_fin] at h1
  push_cast at h1
  have h2 : (Module.finrank ℂ (oddSpace (mirror θ)) : ℂ) = 1 := by
    linear_combination (1 / 2 : ℂ) * h1
  exact_mod_cast h2
```

In the square of the matrix, both diagonal entries are cos²θ + sin²θ = 1, and the off-diagonal entries cancel:

cos θ sin θ − sin θ cos θ = 0.

The trace is cos θ − cos θ = 0, so the main result reads 0 = 2 − 2k, and k = 1 at every angle. The Lean proof finds the dimension in this way, without computing an eigenvector. The odd direction is the normal to the mirror line, with unit vector (−sin(θ/2), cos(θ/2)).

```lean
/-- For all `p` and `q`, the diagonal matrix with `p` entries `+1` and `q` entries `-1` squares
to the identity and has trace `p - q`. -/
theorem diagonal_signs_trace (p q : ℕ) :
    let D : Matrix (Fin p ⊕ Fin q) (Fin p ⊕ Fin q) ℂ :=
      Matrix.diagonal (Sum.elim (fun _ => 1) (fun _ => -1))
    D * D = 1 ∧ D.trace = (p : ℂ) - (q : ℂ) := by
  intro D
  constructor
  · rw [Matrix.diagonal_mul_diagonal, ← Matrix.diagonal_one]
    congr 1
    ext i
    cases i <;> simp
  · simp [D, Matrix.trace_diagonal, Fintype.sum_sum_type, sub_eq_add_neg]

end

end InvolutionCharacter
```

The index set `Fin p ⊕ Fin q` consists of p labels followed by q further labels. `Sum.elim` puts +1 on the first group and −1 on the second. Each entry squares to 1, so D² = 1, and the diagonal adds up to p − q. Given n and an integer m of the same parity with −n ≤ m ≤ n, the choice p = (n + m)/2 and q = (n − m)/2 produces the trace m. Every value that parity and bounds allow is therefore the trace of some matrix with D² = 1.

```lean
#print axioms InvolutionCharacter.trace_eq_card_sub_two_mul_odd
#print axioms InvolutionCharacter.character_integer_parity
#print axioms InvolutionCharacter.trace_eq_card_iff
#print axioms InvolutionCharacter.diagonal_signs_trace
```

```
'InvolutionCharacter.trace_eq_card_sub_two_mul_odd' depends on axioms: [propext, Classical.choice, Quot.sound]
'InvolutionCharacter.character_integer_parity' depends on axioms: [propext, Classical.choice, Quot.sound]
'InvolutionCharacter.trace_eq_card_iff' depends on axioms: [propext, Classical.choice, Quot.sound]
'InvolutionCharacter.diagonal_signs_trace' depends on axioms: [propext, Classical.choice, Quot.sound]
```
